# The Landau velocity of a parabolic roton branch with positive gap, mass and roton momentum is strictly below D/p0

If the critical velocity of a superfluid is estimated at the roton minimum, as gap over momentum, the answer is too high. At speeds just below that estimate the flow can already lower its energy by creating rotons. Take the branch

E(p) = D + (p − p0)²/(2m),

with gap D, roton momentum p0 and effective mass m, all positive. The Landau velocity, the smallest value of E(p)/p over p > 0, is reached only at

s = √(p0² + 2mD),

and equals (s − p0)/m, which is less than D/p0. This bears on when superfluid helium can flow past a wall without creating rotons, in a model where the parabola holds at every momentum.

## A parabola at every momentum

`rotonEnergy` is the branch, with D for the usual Δ and m for the curvature mass at the minimum, not the atomic mass. `touchingMomentum` is s, named for the point where a line through the origin touches the branch. `landauVelocity` accepts any spectrum and takes an infimum over p > 0, so the closed formula has to be proved.

A measured spectrum is parabolic only near p0 and has phonons at small p. Passing from the parabola to that full spectrum is the step that the hypotheses leave open.

```lean
import Mathlib

namespace RotonLandauVelocity

noncomputable section

/-- The roton branch `E(p) = D + (p - p0)² / (2m)` with gap `D`, roton momentum `p0` and
effective mass `m ≠ 0`. -/
def rotonEnergy (m D p0 p : ℝ) : ℝ := D + (p - p0) ^ 2 / (2 * m)

/-- The momentum `√(p0² + 2mD)`, for `p0² + 2mD ≥ 0`. -/
def touchingMomentum (m D p0 : ℝ) : ℝ := Real.sqrt (p0 ^ 2 + 2 * m * D)

/-- The Landau velocity of an excitation spectrum `E`: the infimum of `E(p)/p` over momenta
`p > 0`, for spectra for which this ratio is bounded below. -/
def landauVelocity (E : ℝ → ℝ) : ℝ := sInf ((fun p => E p / p) '' Set.Ioi 0)
```

## Positive gap, D > 0

The gap is the least energy needed to create a roton. Together with m > 0 it makes p0² + 2mD positive, so s is a real, positive momentum whatever the sign of p0. The first lemma records this.

D ≥ 0 would not be enough: for D = p0 = 0 the ratio is p/(2m), whose infimum 0 is not attained at any p > 0.

```lean
variable {m D p0 : ℝ}

/-- For positive mass and gap the touching momentum is positive. -/
theorem touchingMomentum_pos (hm : 0 < m) (hD : 0 < D) : 0 < touchingMomentum m D p0 :=
  Real.sqrt_pos.mpr (by positivity)
```

## Positive effective mass, m > 0

Positive m means that the branch curves upwards. By hand, insert D = (s² − p0²)/(2m):

E(p) = (p² + s² − 2p·p0)/(2m) = p(s − p0)/m + (p − s)²/(2m).

Dividing by p > 0 gives

E(p)/p = (s − p0)/m + (p − s)²/(2mp).

The last term is zero at p = s and positive at every other p > 0, because m > 0. For m < 0 the ratio falls without bound as p grows, and Lean's `sInf` would return a meaningless 0.

`rotonEnergy_eq_line_add_sq` is the first identity; `hgap` in its proof is the substitution for D. `roton_ratio_unique_min` states the value at s and the strict inequality elsewhere, with `positivity` supplying the sign of the square. `landauVelocity_roton` then identifies the infimum with this least value.

```lean
/-- For positive mass and gap, the roton branch is a straight line through the origin plus a
square that vanishes at the touching momentum. -/
theorem rotonEnergy_eq_line_add_sq (hm : 0 < m) (hD : 0 < D) (p : ℝ) :
    rotonEnergy m D p0 p = p * ((touchingMomentum m D p0 - p0) / m)
      + (p - touchingMomentum m D p0) ^ 2 / (2 * m) := by
  have hs : touchingMomentum m D p0 ^ 2 = p0 ^ 2 + 2 * m * D :=
    Real.sq_sqrt (by positivity)
  -- express the gap through the touching momentum
  have hgap : D = (touchingMomentum m D p0 ^ 2 - p0 ^ 2) / (2 * m) := by
    rw [eq_div_iff (by positivity)]
    linear_combination -hs
  unfold rotonEnergy
  linear_combination hgap

/-- For positive mass and gap, `E(p)/p` takes the value `(√(p0² + 2mD) - p0)/m` at
`p = √(p0² + 2mD)`, and is strictly larger at every other positive momentum. -/
theorem roton_ratio_unique_min (hm : 0 < m) (hD : 0 < D) :
    rotonEnergy m D p0 (touchingMomentum m D p0) / touchingMomentum m D p0
        = (touchingMomentum m D p0 - p0) / m ∧
      ∀ p, 0 < p → p ≠ touchingMomentum m D p0 →
        (touchingMomentum m D p0 - p0) / m < rotonEnergy m D p0 p / p := by
  have hpos : 0 < touchingMomentum m D p0 := touchingMomentum_pos hm hD
  constructor
  · rw [div_eq_iff hpos.ne', rotonEnergy_eq_line_add_sq hm hD]
    ring
  · intro p hp hne
    have hne' : p - touchingMomentum m D p0 ≠ 0 := sub_ne_zero.mpr hne
    have hsq : 0 < (p - touchingMomentum m D p0) ^ 2 / (2 * m) := by positivity
    rw [lt_div_iff₀ hp, rotonEnergy_eq_line_add_sq hm hD]
    linarith

/-- For positive mass and gap, the Landau velocity of the roton branch is
`(√(p0² + 2mD) - p0)/m`. -/
theorem landauVelocity_roton (hm : 0 < m) (hD : 0 < D) :
    landauVelocity (rotonEnergy m D p0) = (Real.sqrt (p0 ^ 2 + 2 * m * D) - p0) / m := by
  change landauVelocity (rotonEnergy m D p0) = (touchingMomentum m D p0 - p0) / m
  obtain ⟨hval, hmin⟩ := roton_ratio_unique_min (p0 := p0) hm hD
  refine IsLeast.csInf_eq ⟨⟨_, touchingMomentum_pos hm hD, hval⟩, ?_⟩
  rintro _ ⟨p, hp, rfl⟩
  change (touchingMomentum m D p0 - p0) / m ≤ rotonEnergy m D p0 p / p
  by_cases h : p = touchingMomentum m D p0
  · rw [h, hval]
  · exact (hmin p (Set.mem_Ioi.mp hp) h).le
```

## Positive roton momentum, p0 > 0

This places the minimum of the branch at a non-zero momentum, and only the comparison with D/p0 needs it. From s² − p0² = 2mD,

p0(s − p0) = mD − (s − p0)²/2.

Since s > p0, the right side is less than mD; dividing by m·p0 gives the upper bound D/p0. Hence also (s − p0)² < m²D²/p0², and putting this back gives

(s − p0)/m > D/p0 − mD²/(2p0³).

So the estimate is too high by less than mD²/(2p0³). For p0 < 0 the upper bound fails, as D/p0 is negative and the Landau velocity positive.

In the proof, `hup` is the first inequality and `hsq` its square; `hl` and `hr` bring the lower bound to a common denominator.

```lean
/-- For positive mass, gap and roton momentum, the Landau velocity is strictly below the estimate
`D/p0` taken at the roton minimum, by less than `mD²/(2p0³)`. -/
theorem landauVelocity_roton_bounds (hm : 0 < m) (hD : 0 < D) (hp : 0 < p0) :
    D / p0 - m * D ^ 2 / (2 * p0 ^ 3) < landauVelocity (rotonEnergy m D p0) ∧
      landauVelocity (rotonEnergy m D p0) < D / p0 := by
  rw [landauVelocity_roton hm hD]
  have hs : Real.sqrt (p0 ^ 2 + 2 * m * D) ^ 2 = p0 ^ 2 + 2 * m * D :=
    Real.sq_sqrt (by positivity)
  have hlt : p0 < Real.sqrt (p0 ^ 2 + 2 * m * D) :=
    (Real.lt_sqrt hp.le).mpr (by nlinarith [mul_pos hm hD])
  generalize Real.sqrt (p0 ^ 2 + 2 * m * D) = s at hs hlt ⊢
  have hd : 0 < s - p0 := sub_pos.mpr hlt
  -- the square of `s - p0` is what the simple estimate neglects
  have hup : (s - p0) * p0 < m * D := by nlinarith [mul_pos hd hd]
  constructor
  · have hsq : ((s - p0) * p0) ^ 2 < (m * D) ^ 2 :=
      pow_lt_pow_left₀ hup (by positivity) two_ne_zero
    have e : 2 * p0 ^ 2 * (m * D) = p0 ^ 2 * (s ^ 2 - p0 ^ 2) := by
      rw [hs]
      ring
    have hnum : 2 * p0 ^ 2 * (m * D) - (m * D) ^ 2 < 2 * p0 ^ 3 * (s - p0) := by
      nlinarith [e, hsq]
    -- bring both sides over the common denominator `2 m p0³`
    have hl : D / p0 - m * D ^ 2 / (2 * p0 ^ 3)
        = (2 * p0 ^ 2 * (m * D) - (m * D) ^ 2) / (2 * m * p0 ^ 3) := by
      field_simp
    have hr : (s - p0) / m = (2 * p0 ^ 3 * (s - p0)) / (2 * m * p0 ^ 3) := by
      field_simp
    rw [hl, hr]
    exact div_lt_div_of_pos_right hnum (by positivity)
  · rw [div_lt_div_iff₀ hm hp]
    linarith
```

## Tangency without a condition on p0

The group velocity is dE/dp = (p − p0)/m, which at p = s equals the Landau velocity. The theorem states this as a derivative, and its proof differentiates the square as a product.

```lean
/-- For positive mass and gap, the group velocity `dE/dp` at the touching momentum equals the
Landau velocity. -/
theorem groupVelocity_eq_landauVelocity (hm : 0 < m) (hD : 0 < D) :
    HasDerivAt (rotonEnergy m D p0) (landauVelocity (rotonEnergy m D p0))
      (touchingMomentum m D p0) := by
  rw [landauVelocity_roton hm hD]
  change HasDerivAt (rotonEnergy m D p0) ((touchingMomentum m D p0 - p0) / m) _
  have h1 := (hasDerivAt_id' (touchingMomentum m D p0)).sub_const p0
  have h2 := ((h1.fun_mul h1).div_const (2 * m)).const_add D
  have hE : rotonEnergy m D p0 = fun x => D + (x - p0) * (x - p0) / (2 * m) := by
    funext x
    unfold rotonEnergy
    ring
  rw [hE]
  exact h2.congr_deriv (by ring)
```

## An isotropic branch in a flowing fluid

Let the fluid move with velocity v relative to the walls. An excitation of momentum p then costs E(|p|) + v·p in the wall frame. This Galilean expression is taken as given. `V` is any real inner-product space, of any dimension, and the energy depends only on `‖p‖`. If it also depended on direction, the critical speed could do so too.

The theorem says that no excitation has negative energy exactly when |v| is at most the Landau velocity. If |v| is that small, Cauchy–Schwarz (`hcs`) gives v·p ≥ −|v||p|, and the line-plus-square identity leaves a non-negative sum. Conversely, for v ≠ 0 the excitation p = −s·v/|v| costs E(s) − s|v|, so |v| ≤ E(s)/s. For v = 0 it suffices that E(s)/s is non-negative.

```lean
/-- Landau's criterion for the roton branch with positive mass and gap: in a fluid flowing with
velocity `v`, every excitation has non-negative energy `E(|p|) + v·p` in the frame of the walls
exactly when the flow speed does not exceed the Landau velocity. -/
theorem landau_criterion {V : Type*} [NormedAddCommGroup V] [InnerProductSpace ℝ V]
    (hm : 0 < m) (hD : 0 < D) (v : V) :
    (∀ p : V, 0 ≤ rotonEnergy m D p0 ‖p‖ + inner ℝ v p) ↔
      ‖v‖ ≤ landauVelocity (rotonEnergy m D p0) := by
  rw [landauVelocity_roton hm hD]
  change _ ↔ ‖v‖ ≤ (touchingMomentum m D p0 - p0) / m
  have hpos : 0 < touchingMomentum m D p0 := touchingMomentum_pos hm hD
  have hval := (roton_ratio_unique_min (p0 := p0) hm hD).1
  constructor
  · intro h
    by_cases hv : v = 0
    · rw [hv, norm_zero, ← hval]
      unfold rotonEnergy
      positivity
    · have hv' : 0 < ‖v‖ := norm_pos_iff.mpr hv
      -- test with an excitation at the touching momentum, directed against the flow
      have ht := h (-((touchingMomentum m D p0 / ‖v‖) • v))
      have hn : ‖-((touchingMomentum m D p0 / ‖v‖) • v)‖ = touchingMomentum m D p0 := by
        rw [norm_neg, norm_smul, Real.norm_of_nonneg (by positivity),
          div_mul_cancel₀ _ hv'.ne']
      have hi : inner ℝ v (-((touchingMomentum m D p0 / ‖v‖) • v))
          = -(touchingMomentum m D p0 * ‖v‖) := by
        rw [inner_neg_right, real_inner_smul_right, real_inner_self_eq_norm_sq, pow_two,
          ← mul_assoc, div_mul_cancel₀ _ hv'.ne']
      rw [hn, hi] at ht
      rw [← hval, le_div_iff₀ hpos]
      linarith
  · intro h p
    have hcs := (abs_le.mp (abs_real_inner_le_norm v p)).1
    have hmul := mul_le_mul_of_nonneg_right h (norm_nonneg p)
    have hsq : 0 ≤ (‖p‖ - touchingMomentum m D p0) ^ 2 / (2 * m) := by positivity
    rw [rotonEnergy_eq_line_add_sq hm hD]
    linarith

end

end RotonLandauVelocity
```

```lean
#print axioms RotonLandauVelocity.landauVelocity_roton_bounds
-- 'RotonLandauVelocity.landauVelocity_roton_bounds' depends on axioms: [propext, Classical.choice, Quot.sound]
#print axioms RotonLandauVelocity.groupVelocity_eq_landauVelocity
-- 'RotonLandauVelocity.groupVelocity_eq_landauVelocity' depends on axioms: [propext, Classical.choice, Quot.sound]
#print axioms RotonLandauVelocity.landau_criterion
-- 'RotonLandauVelocity.landau_criterion' depends on axioms: [propext, Classical.choice, Quot.sound]
```
